# A radial integral over all distances is the sum of its parts inside and outside a given radius

The lemma `integral_split` says that a radial integral can be cut at a radius `r` into an inner and an outer part. In mathematical terms, for a real function `f` and `r ≥ 0`, the integral of `f` over (0, ∞) equals its integral over (0, r] plus its integral over (r, ∞). It assumes that `f` is integrable on each of the two pieces, and any radial weight such as r² has to be included in `f` itself. The attempt rewrites the half-line as the union of the two pieces and then applies `setIntegral_union`, with a proof written in place that the pieces are disjoint.

As first written in Lean, the proof fails:

```lean
import Mathlib

open MeasureTheory Set

namespace SlaterOrderedIntegrals

noncomputable section

/-- A radial integral splits into the parts inside and outside the radius `r`. -/
theorem integral_split {f : ℝ → ℝ} {r : ℝ} (hr : 0 ≤ r) (h1 : IntegrableOn f (Ioc 0 r))
    (h2 : IntegrableOn f (Ioi r)) :
    ∫ x in Ioi (0 : ℝ), f x = (∫ x in Ioc 0 r, f x) + ∫ x in Ioi r, f x := by
  rw [← Ioc_union_Ioi_eq_Ioi hr, setIntegral_union
    (Set.disjoint_left.2 fun x hx hx' => not_lt_of_ge hx.2 hx') measurableSet_Ioi h1 h2]

end

end SlaterOrderedIntegrals
```

The compiler's answer:

```
Main.lean:13:33: error: Tactic `rewrite` failed: Did not find an occurrence of the pattern
  ∫ (x : ℝ) in Ioc 0 r ∪ fun x => instDistribLatticeOfLinearOrder.toSemilatticeInf.toLT.1 r x, f x
in the target expression
  ∫ (x : ℝ) in Ioc 0 r ∪ Ioi r, f x = (∫ (x : ℝ) in Ioc 0 r, f x) + ∫ (x : ℝ) in Ioi r, f x

f : ℝ → ℝ
r : ℝ
hr : 0 ≤ r
h1 : IntegrableOn f (Ioc 0 r) volume
h2 : IntegrableOn f (Ioi r) volume
⊢ ∫ (x : ℝ) in Ioc 0 r ∪ Ioi r, f x = (∫ (x : ℝ) in Ioc 0 r, f x) + ∫ (x : ℝ) in Ioi r, f x
```

What went wrong. The first rewrite works: the goal in the message already contains `Ioc 0 r ∪ Ioi r`. The second fails because `setIntegral_union` is looking for a union whose second set is written as a bare function, `fun x => r < x` in plain notation, instead of `Ioi r`.

That form comes from the disjointness proof written in place. Nothing in it names the second set, and it uses `hx'`, the membership of `x` in that set, directly as a proof of `r < x`. Lean therefore took the set to be the function sending `x` to `r < x`. This equals `Ioi r` by definition, so `measurableSet_Ioi` and `h2` were still accepted, but `rw` does not unfold `Ioi` when searching for its pattern.

The repair proves disjointness first, as `hd`, with the stated type `Disjoint (Ioc 0 r) (Ioi r)`. Passing `hd` to `setIntegral_union` fixes the second set as `Ioi r`, and the pattern matches the goal. The added `mem_Ioc.1` and `mem_Ioi.1` only spell out what membership means and are mere tidying.

As a diff, the version that Lean accepts:

```diff
@@ -11,6 +11,7 @@
     (h2 : IntegrableOn f (Ioi r)) :
     ∫ x in Ioi (0 : ℝ), f x = (∫ x in Ioc 0 r, f x) + ∫ x in Ioi r, f x := by
-  rw [← Ioc_union_Ioi_eq_Ioi hr, setIntegral_union
-    (Set.disjoint_left.2 fun x hx hx' => not_lt_of_ge hx.2 hx') measurableSet_Ioi h1 h2]
+  have hd : Disjoint (Ioc 0 r) (Ioi r) :=
+    Set.disjoint_left.2 fun x hx hx' => not_lt_of_ge (mem_Ioc.1 hx).2 (mem_Ioi.1 hx')
+  rw [← Ioc_union_Ioi_eq_Ioi hr, setIntegral_union hd measurableSet_Ioi h1 h2]
 
 end
```
